# Magnitude and $\cos^2\theta$ of a nonzero field from the levels of an axial spin-1 centre with known $D\neq0$

A colour centre with a spin-1 ground state, such as the negatively charged nitrogen-vacancy centre in diamond, has three ground-state spin levels. Without a magnetic field, an axial centre has two of them at the same energy and the third split off. A field shifts the levels, and magnetic resonance measures the spacings. How much of the field vector can be recovered from two spacings?

## Two relations between spacings and field

Take the Hamiltonian

$$H = D\left(S_z^2-\tfrac23\right)+\mathbf b\cdot\mathbf S ,$$

where $D$ is the real axial zero-field splitting, $z$ is the symmetry axis of the centre, and $\mathbf b$ is the real field vector in the same energy units as $D$. For an isotropic $g$ factor, $\mathbf b$ is the magnetic field times $g\mu_B$, with $\mu_B$ the Bohr magneton.

Real numbers $e$, $e+p$, $e+q$ are the eigenvalues of $H$ with multiplicity if and only if $3e+p+q=0$ and

$$Q:=p^2+q^2-pq = D^2+3|\mathbf b|^2,$$

$$C:=(p+q)(2p-q)(2q-p) = 2D^3+9D|\mathbf b|^2-27D\,b_z^2 .$$

For $D\neq0$ and a field of magnitude $B>0$ at polar angle $\theta$ from the axis, these give

$$B=\sqrt{\frac{Q-D^2}{3}},\qquad \cos^2\theta=\frac{3DQ-D^3-C}{9D\,(Q-D^2)} .$$

## Use in field reconstruction and in checks of a diagonaliser

For a single spin 1 with only the axial and Zeeman terms above, a code can turn two level spacings into $B$ and $\cos^2\theta$ without an iterative fit. The two relations also test a routine that builds and diagonalises this $3\times3$ Hamiltonian, since they must hold for every $D$ and $\mathbf b$.

The spacings $p$ and $q$ are signed. Any level may serve as the reference $e$, but if it is the middle one, $p$ and $q$ have opposite signs, and inserting positive transition frequencies gives a wrong field. With $D=1$ and $\mathbf b=(0,0,2)$, the spacings from the $m=0$ level are $3$ and $-1$, so $Q=13$ and $B=2$. Using $3$ and $1$ instead gives $Q=7$ and $B=\sqrt2$. If the reference is the highest level, neither spacing is positive. Inserting positive frequencies then still gives the right $B$, but it reverses the sign of $C$ and so gives a wrong $\cos^2\theta$ unless $C=0$. Subtracting the lowest eigenvalue from the other two avoids both problems.

## From the secular determinant to the field

In the basis $m=1,0,-1$, $H$ has diagonal entries $D/3+b_z$, $-2D/3$ and $D/3-b_z$. The entries just above the diagonal are $(b_x-ib_y)/\sqrt2$, those just below are their conjugates, and the corners vanish. Hence

$$\det(x-H)=\left(x+\tfrac{2D}{3}\right)\left[\left(x-\tfrac D3\right)^2-b_z^2\right]-\left(x-\tfrac D3\right)(b_x^2+b_y^2).$$

Expanding, and using $b_x^2+b_y^2=|\mathbf b|^2-b_z^2$,

$$\det(x-H)=x^3-\left(\tfrac{D^2}{3}+|\mathbf b|^2\right)x+\tfrac{2D^3}{27}+\tfrac{D|\mathbf b|^2}{3}-D\,b_z^2 .$$

This must equal $(x-e)(x-e-p)(x-e-q)$. There is no $x^2$ term, so $3e+p+q=0$, and the three levels are

$$-\frac{p+q}{3},\qquad \frac{2p-q}{3},\qquad \frac{2q-p}{3}.$$

The sum of their pairwise products is $-Q/3$, and minus their product is $C/27$. Comparing the remaining coefficients gives

$$\frac Q3=\frac{D^2}{3}+|\mathbf b|^2,\qquad \frac{C}{27}=\frac{2D^3}{27}+\frac{D|\mathbf b|^2}{3}-D\,b_z^2,$$

which are the two relations. Each step can be reversed, so the conditions are also sufficient.

Now set $|\mathbf b|=B$ and $b_z=B\cos\theta$. The first relation gives $B^2=(Q-D^2)/3$. The second gives

$$27DB^2\cos^2\theta=2D^3+9DB^2-C=3DQ-D^3-C,$$

and division by $27DB^2=9D(Q-D^2)$ yields $\cos^2\theta$.

## The Lean file

```lean
import Mathlib

open Matrix

namespace SpinOneMagnetometry

noncomputable section

/-- The number `1/√2` that appears in the transverse spin-1 matrices. -/
def invSqrtTwo : ℂ := (((√2)⁻¹ : ℝ) : ℂ)

/-- The spin-1 matrix `S_x` in the basis `m = 1, 0, -1`. -/
def Sx : Matrix (Fin 3) (Fin 3) ℂ := invSqrtTwo • !![0, 1, 0; 1, 0, 1; 0, 1, 0]

/-- The spin-1 matrix `S_y` in the basis `m = 1, 0, -1`. -/
def Sy : Matrix (Fin 3) (Fin 3) ℂ :=
  invSqrtTwo • !![0, -Complex.I, 0; Complex.I, 0, -Complex.I; 0, Complex.I, 0]

/-- The spin-1 matrix `S_z` in the basis `m = 1, 0, -1`. -/
def Sz : Matrix (Fin 3) (Fin 3) ℂ := !![1, 0, 0; 0, 0, 0; 0, 0, -1]

/-- The Hamiltonian `D (S_z² - 2/3) + b · S` with axial zero-field splitting `D` and
field `b`, both in energy units. -/
def hamiltonian (D : ℝ) (b : Fin 3 → ℝ) : Matrix (Fin 3) (Fin 3) ℂ :=
  (D : ℂ) • (Sz ^ 2 - (2 / 3 : ℂ) • (1 : Matrix (Fin 3) (Fin 3) ℂ)) +
    ((b 0 : ℂ) • Sx + (b 1 : ℂ) • Sy + (b 2 : ℂ) • Sz)

/-- The squared magnitude of the field. -/
def fieldSq (b : Fin 3 → ℝ) : ℝ := b 0 ^ 2 + b 1 ^ 2 + b 2 ^ 2

/-- The field of magnitude `B` with polar angle `θ` from the `z` axis and azimuth `φ`. -/
def polarField (B θ φ : ℝ) : Fin 3 → ℝ :=
  ![B * Real.sin θ * Real.cos φ, B * Real.sin θ * Real.sin φ, B * Real.cos θ]

/-- The secular determinant `det (x - M)` of a three-level Hamiltonian `M`. -/
def secular (M : Matrix (Fin 3) (Fin 3) ℂ) (x : ℂ) : ℂ :=
  (x • (1 : Matrix (Fin 3) (Fin 3) ℂ) - M).det

/-- The eigenvalues of `M`, counted with multiplicity, are `u`, `v` and `w`. -/
def HasLevels (M : Matrix (Fin 3) (Fin 3) ℂ) (u v w : ℝ) : Prop :=
  ∀ x : ℂ, secular M x = (x - u) * (x - v) * (x - w)

/-- The square of `1/√2` is one half. -/
lemma invSqrtTwo_mul_self : invSqrtTwo * invSqrtTwo = 1 / 2 := by
  have h : (√2)⁻¹ * (√2)⁻¹ = (1 / 2 : ℝ) := by
    rw [← mul_inv, Real.mul_self_sqrt (by norm_num)]
    norm_num
  rw [invSqrtTwo, ← Complex.ofReal_mul, h]
  norm_num

/-- The three matrices obey the angular momentum commutation relations. -/
theorem spin_commutators :
    Sx * Sy - Sy * Sx = Complex.I • Sz ∧ Sy * Sz - Sz * Sy = Complex.I • Sx ∧
      Sz * Sx - Sx * Sz = Complex.I • Sy := by
  refine ⟨?_, ?_, ?_⟩
  · rw [Sx, Sy, smul_mul_smul_comm, smul_mul_smul_comm, ← smul_sub, invSqrtTwo_mul_self]
    ext i j
    fin_cases i <;> fin_cases j <;>
      simp [Sz] <;> ring
  · ext i j
    fin_cases i <;> fin_cases j <;>
      simp [Sx, Sy, Sz] <;> ring
  · ext i j
    fin_cases i <;> fin_cases j <;>
      simp [Sx, Sy, Sz] <;> ring_nf <;> simp [Complex.I_sq]

/-- The secular determinant is a cubic without quadratic term, and the field enters it only
through its squared magnitude and its squared `z` component. -/
theorem secular_hamiltonian (D : ℝ) (b : Fin 3 → ℝ) (x : ℂ) :
    secular (hamiltonian D b) x = x ^ 3 - ((D : ℂ) ^ 2 / 3 + (fieldSq b : ℂ)) * x +
      (2 * (D : ℂ) ^ 3 / 27 + D * (fieldSq b : ℂ) / 3 - D * (b 2 : ℂ) ^ 2) := by
  have hdet : ∀ a m c u v : ℂ,
      (!![a, u, 0; v, m, u; 0, v, c] : Matrix (Fin 3) (Fin 3) ℂ).det =
        a * m * c - (a + c) * (u * v) := by
    intro a m c u v
    simp [Matrix.det_fin_three]
    ring
  -- the Hamiltonian is tridiagonal in the basis of `S_z`
  have hM : x • (1 : Matrix (Fin 3) (Fin 3) ℂ) - hamiltonian D b =
      !![x - D / 3 - b 2, -(invSqrtTwo * (b 0 - Complex.I * b 1)), 0;
        -(invSqrtTwo * (b 0 + Complex.I * b 1)), x + 2 * D / 3,
          -(invSqrtTwo * (b 0 - Complex.I * b 1));
        0, -(invSqrtTwo * (b 0 + Complex.I * b 1)), x - D / 3 + b 2] := by
    ext i j
    fin_cases i <;> fin_cases j <;>
      simp [hamiltonian, Sx, Sy, Sz, pow_two] <;> ring
  rw [secular, hM, hdet]
  simp only [fieldSq]
  push_cast
  linear_combination
    (-2 * (x - D / 3)) * ((b 0 : ℂ) ^ 2 - Complex.I ^ 2 * (b 1 : ℂ) ^ 2) * invSqrtTwo_mul_self
      + (x - D / 3) * (b 1 : ℂ) ^ 2 * Complex.I_sq

/-- The numbers `e`, `e + p`, `e + q` are the eigenvalues with multiplicity exactly when their
sum vanishes and `p`, `q` satisfy the quadratic and the cubic relation with `D` and the field. -/
theorem levels_iff (D : ℝ) (b : Fin 3 → ℝ) (e p q : ℝ) :
    HasLevels (hamiltonian D b) e (e + p) (e + q) ↔
      3 * e + p + q = 0 ∧ p ^ 2 + q ^ 2 - p * q = D ^ 2 + 3 * fieldSq b ∧
        (p + q) * (2 * p - q) * (2 * q - p) =
          2 * D ^ 3 + 9 * D * fieldSq b - 27 * D * b 2 ^ 2 := by
  constructor
  · intro h
    have key : ∀ x : ℝ, x ^ 3 - (D ^ 2 / 3 + fieldSq b) * x +
        (2 * D ^ 3 / 27 + D * fieldSq b / 3 - D * b 2 ^ 2) =
          (x - e) * (x - (e + p)) * (x - (e + q)) := by
      intro x
      have hx := h (x : ℂ)
      rw [secular_hamiltonian] at hx
      exact_mod_cast hx
    -- three sample points fix the coefficients of the cubic
    have h0 := key 0
    have h1 := key 1
    have h2 := key (-1)
    have ht : 3 * e + p + q = 0 := by linear_combination (h1 + h2 - 2 * h0) / 2
    have he : e = -(p + q) / 3 := by linarith
    refine ⟨ht, ?_, ?_⟩
    · subst he
      linear_combination (3 / 2) * (h1 - h2)
    · subst he
      linear_combination (-27) * h0
  · rintro ⟨ht, h1, h2⟩ x
    have he : e = -(p + q) / 3 := by linarith
    have h1c : (p : ℂ) ^ 2 + q ^ 2 - p * q = D ^ 2 + 3 * (fieldSq b : ℂ) := by
      exact_mod_cast h1
    have h2c : ((p : ℂ) + q) * (2 * p - q) * (2 * q - p) =
        2 * D ^ 3 + 9 * D * (fieldSq b : ℂ) - 27 * D * (b 2 : ℂ) ^ 2 := by
      exact_mod_cast h2
    rw [secular_hamiltonian, he]
    push_cast
    linear_combination (x / 3) * h1c - (1 / 27) * h2c

/-- For known `D ≠ 0` and a field of magnitude `B > 0`, the two level spacings `p` and `q`
give the magnitude and the squared cosine of the polar angle. -/
theorem field_from_levels {D B θ φ e p q : ℝ} (hD : D ≠ 0) (hB : 0 < B)
    (h : HasLevels (hamiltonian D (polarField B θ φ)) e (e + p) (e + q)) :
    B = √((p ^ 2 + q ^ 2 - p * q - D ^ 2) / 3) ∧
      Real.cos θ ^ 2 =
        (3 * D * (p ^ 2 + q ^ 2 - p * q) - D ^ 3 - (p + q) * (2 * p - q) * (2 * q - p)) /
          (9 * D * (p ^ 2 + q ^ 2 - p * q - D ^ 2)) := by
  obtain ⟨-, h1, h2⟩ := (levels_iff _ _ _ _ _).1 h
  have hF : fieldSq (polarField B θ φ) = B ^ 2 := by
    change (B * Real.sin θ * Real.cos φ) ^ 2 + (B * Real.sin θ * Real.sin φ) ^ 2 +
      (B * Real.cos θ) ^ 2 = B ^ 2
    linear_combination B ^ 2 * Real.sin θ ^ 2 * Real.sin_sq_add_cos_sq φ +
      B ^ 2 * Real.sin_sq_add_cos_sq θ
  have hz : polarField B θ φ 2 = B * Real.cos θ := rfl
  rw [hF] at h1 h2
  rw [hz] at h2
  constructor
  · have hs : (D ^ 2 + 3 * B ^ 2 - D ^ 2) / 3 = B ^ 2 := by ring
    rw [h1, hs, Real.sqrt_sq hB.le]
  · have hne : 9 * D * (D ^ 2 + 3 * B ^ 2 - D ^ 2) ≠ 0 := by
      have hs : 9 * D * (D ^ 2 + 3 * B ^ 2 - D ^ 2) = 27 * D * B ^ 2 := by ring
      rw [hs]
      positivity
    rw [h1, h2, eq_div_iff hne]
    ring

/-- For `D ≠ 0`, two fields give the same secular determinant exactly when they agree in
squared magnitude and in squared `z` component. -/
theorem same_spectrum_iff {D : ℝ} (hD : D ≠ 0) (b c : Fin 3 → ℝ) :
    (∀ x : ℂ, secular (hamiltonian D b) x = secular (hamiltonian D c) x) ↔
      fieldSq b = fieldSq c ∧ b 2 ^ 2 = c 2 ^ 2 := by
  constructor
  · intro h
    have key : ∀ x : ℝ, x ^ 3 - (D ^ 2 / 3 + fieldSq b) * x +
        (2 * D ^ 3 / 27 + D * fieldSq b / 3 - D * b 2 ^ 2) =
          x ^ 3 - (D ^ 2 / 3 + fieldSq c) * x +
            (2 * D ^ 3 / 27 + D * fieldSq c / 3 - D * c 2 ^ 2) := by
      intro x
      have hx := h (x : ℂ)
      rw [secular_hamiltonian, secular_hamiltonian] at hx
      exact_mod_cast hx
    have h0 := key 0
    have h1 := key 1
    have hF : fieldSq b = fieldSq c := by linear_combination h0 - h1
    refine ⟨hF, mul_left_cancel₀ hD ?_⟩
    linear_combination (D / 3) * hF - h0
  · rintro ⟨hF, hz⟩ x
    have hzc : (b 2 : ℂ) ^ 2 = (c 2 : ℂ) ^ 2 := by exact_mod_cast hz
    rw [secular_hamiltonian, secular_hamiltonian, hF, hzc]

/-- For a field with `z` component `β` and no transverse component, the levels are `-2D/3`,
`-2D/3 + (D + β)` and `-2D/3 + (D - β)`, in no particular order of energy. -/
theorem axial_levels (D β : ℝ) :
    HasLevels (hamiltonian D ![0, 0, β]) (-2 * D / 3) (-2 * D / 3 + (D + β))
      (-2 * D / 3 + (D - β)) := by
  have hF : fieldSq ![0, 0, β] = β ^ 2 := by simp [fieldSq]
  have hz : (![0, 0, β] : Fin 3 → ℝ) 2 = β := rfl
  rw [levels_iff, hF, hz]
  refine ⟨by ring, by ring, by ring⟩

end

end SpinOneMagnetometry
```

```lean
#print axioms SpinOneMagnetometry.spin_commutators
#print axioms SpinOneMagnetometry.field_from_levels
#print axioms SpinOneMagnetometry.same_spectrum_iff
#print axioms SpinOneMagnetometry.axial_levels
```

```
'SpinOneMagnetometry.spin_commutators' depends on axioms: [propext, Classical.choice, Quot.sound]
'SpinOneMagnetometry.field_from_levels' depends on axioms: [propext, Classical.choice, Quot.sound]
'SpinOneMagnetometry.same_spectrum_iff' depends on axioms: [propext, Classical.choice, Quot.sound]
'SpinOneMagnetometry.axial_levels' depends on axioms: [propext, Classical.choice, Quot.sound]
```

## What the theorems say, and for which model

`hamiltonian D b` is the matrix $H$, with `b 0`, `b 1`, `b 2` standing for $b_x,b_y,b_z$, and `fieldSq b` is $|\mathbf b|^2$. `HasLevels M u v w` says that $\det(x-M)=(x-u)(x-v)(x-w)$ for every complex $x$, which counts degenerate levels correctly. `spin_commutators` confirms that the explicit matrices satisfy the angular momentum relations.

`secular_hamiltonian` is the expanded cubic. Its proof writes $x-H$ as a tridiagonal matrix (`hM`), applies a general determinant formula (`hdet`), and finishes with `linear_combination`, which supplies $(1/\sqrt2)^2=1/2$ and $i^2=-1$.

`levels_iff` is the equivalence. Where the derivation compares coefficients, Lean evaluates both cubics at $x=0,1,-1$ and combines the three equations. The converse substitutes $e=-(p+q)/3$ and rebuilds the cubic from the two relations.

`field_from_levels` inserts `polarField B θ φ`, reduces its squared length to $B^2$, and solves as above. It assumes that the spacings come from such a field; it does not say that arbitrary $p$ and $q$ belong to one. Noisy data can therefore produce a negative radicand or a quotient outside $[0,1]$, and the theorem gives no error bounds for measured or floating-point input.

`same_spectrum_iff` states what the levels leave open: for $D\neq0$, two fields have the same secular determinant if and only if they agree in $|\mathbf b|^2$ and $b_z^2$. The azimuth and the sign of $b_z$ stay unknown, so $\theta$ and $\pi-\theta$ are indistinguishable. The proof compares the two cubics at $x=0$ and $x=1$ and cancels $D$. At $D=0$ the levels depend on $|\mathbf b|$ alone, and the direction is lost entirely.

`axial_levels` applies the equivalence to a field $\beta$ along the axis, with levels $-2D/3$, $D/3+\beta$ and $D/3-\beta$.

The model has no transverse zero-field splitting from strain or electric fields, no hyperfine coupling and no anisotropic $g$ tensor. $D$ is an input: if it drifts, for instance with temperature, the formulas need its current value.
